# Two exact states in the image potential −Z/z, with a model binding of 0.65 to 0.66 meV for an electron above liquid helium

Before I trust a one-dimensional grid solver for a single electron above liquid helium, I compare two of its levels and mean heights with closed formulas. In atomic units the electron at height z > 0 feels −Z/z, with Z > 0 set by the relative permittivity eps of the liquid. The functions

u1 = z exp(−Zz), u2 = z(1 − Zz/2) exp(−Zz/2)

should have energies −Z²/2 and −Z²/8, be orthogonal, and have mean heights 3/(2Z) and 6/Z. For eps = 1.057 the binding should be about 0.65 meV. Can this be made rigorous and checked by machine, ideally with some assurance that nothing lies below −Z²/2?

## Derivatives, factorials and a completed square

Yes, with the last point settled for trial functions that vanish at both ends of an interval above the surface.

**Energies.** Differentiating twice gives

u1'' = (−2Z + Z²z) exp(−Zz)

u2'' = (−2Z + 5Z²z/4 − Z³z²/8) exp(−Zz/2)

In −u''/2 − Zu/z the constant terms Z and −Z cancel. What remains is −(Z²/2)u1 and −(Z²/8)u2.

**Overlap and heights.** Everything follows from

∫₀^∞ zⁿ exp(−az) dz = n!/aⁿ⁺¹, a > 0.

With a = 3Z/2, the overlap is

∫ u1 u2 dz = 2/a³ − 3Z/a⁴ = (2/a³)(1 − 3Z/(2a)) = 0.

For u1, the integrals of u² and zu² are 1/(4Z³) and 3/(8Z⁴), with ratio 3/(2Z). For u2 they are

(2 − 6 + 6)/Z³ = 2/Z³ and (6 − 24 + 30)/Z⁴ = 12/Z⁴,

with ratio 6/Z. The normalised states are 2Z^(3/2) u1 and (Z^(3/2)/√2) u2.

**Lower bound.** Put w = 1/z − Z, which is u1'/u1. Since w² + w' = Z² − 2Z/z,

u'²/2 − Zu²/z + Z²u²/2 = (u' − wu)²/2 + (wu²/2)'.

If u vanishes at both ends of a closed interval inside z > 0, the last term integrates to zero over it. The square is nonnegative, so the energy is at least −Z²/2 times the squared norm ∫u² dz.

**Helium.** For eps > 1, an image charge of opposite sign and relative magnitude (eps − 1)/(eps + 1) sits at distance 2z from the electron, and the energy of an induced charge carries a factor 1/2. Hence

Z = (eps − 1)/(4(eps + 1)) = 0.057/8.228 ≈ 0.00693,

and 27211.4 · Z²/2 ≈ 0.653 meV.

```lean
import Mathlib

open MeasureTheory Set

namespace ImagePotential

noncomputable section

/-- The Hamiltonian `-u''/2 - Z u/z` of an electron at height `z > 0` above a surface,
in atomic units. -/
def hamiltonian (Z : ℝ) (u : ℝ → ℝ) (z : ℝ) : ℝ :=
  -(deriv (deriv u) z) / 2 - Z / z * u z

/-- The function `u1 = z exp(-Zz)`, not normalised. -/
def groundState (Z z : ℝ) : ℝ := z * Real.exp (-(Z * z))

/-- The function `u2 = z (1 - Zz/2) exp(-Zz/2)`, not normalised. -/
def excitedState (Z z : ℝ) : ℝ := z * (1 - Z * z / 2) * Real.exp (-(Z / 2 * z))

/-- The mean height of an electron in the state `u`, for `u` with finite nonzero norm and
finite first moment on the half-line. -/
def meanHeight (u : ℝ → ℝ) : ℝ :=
  (∫ z in Ioi (0 : ℝ), z * u z ^ 2) / ∫ z in Ioi (0 : ℝ), u z ^ 2

/-- The image strength `Z` of a dielectric with relative permittivity `eps ≠ -1`. -/
def imageStrength (eps : ℝ) : ℝ := (eps - 1) / (4 * (eps + 1))

/-- A quadratic polynomial in the height times an exponential. -/
def quadExp (a b c k z : ℝ) : ℝ := (a + b * z + c * z ^ 2) * Real.exp (-(k * z))

/-- The derivative of a quadratic polynomial times an exponential has the same form. -/
theorem deriv_quadExp (a b c k : ℝ) :
    deriv (quadExp a b c k) = quadExp (b - k * a) (2 * c - k * b) (-(k * c)) k := by
  funext z
  have h1 : HasDerivAt (fun y : ℝ => a + b * y + c * y ^ 2) (b + c * (2 * z)) z := by
    have h := (((hasDerivAt_id' z).const_mul b).const_add a).fun_add
      (((hasDerivAt_id' z).fun_pow 2).const_mul c)
    exact h.congr_deriv (by simp)
  have h2 := ((hasDerivAt_id' z).const_mul k).fun_neg.exp
  have h3 : HasDerivAt (quadExp a b c k)
      (quadExp (b - k * a) (2 * c - k * b) (-(k * c)) k z) z :=
    (h1.fun_mul h2).congr_deriv (by simp only [quadExp]; ring)
  exact h3.deriv

/-- The function `u1` solves the Schrödinger equation with energy `-Z²/2`. -/
theorem groundState_energy (Z : ℝ) {z : ℝ} (hz : 0 < z) :
    hamiltonian Z (groundState Z) z = -(Z ^ 2 / 2) * groundState Z z := by
  have hz' := hz.ne'
  have e : groundState Z = quadExp 0 1 0 Z := by
    funext y
    simp only [groundState, quadExp]
    ring
  rw [e, hamiltonian, deriv_quadExp, deriv_quadExp]
  simp only [quadExp]
  field_simp
  ring

/-- The function `u2` solves the Schrödinger equation with energy `-Z²/8`. -/
theorem excitedState_energy (Z : ℝ) {z : ℝ} (hz : 0 < z) :
    hamiltonian Z (excitedState Z) z = -(Z ^ 2 / 8) * excitedState Z z := by
  have hz' := hz.ne'
  have e : excitedState Z = quadExp 0 1 (-(Z / 2)) (Z / 2) := by
    funext y
    simp only [excitedState, quadExp]
    ring
  rw [e, hamiltonian, deriv_quadExp, deriv_quadExp]
  simp only [quadExp]
  field_simp
  ring

/-- Moments of a quadratic polynomial times a decaying exponential on the half-line:
they are finite and given by factorials. -/
theorem moment_quadExp (k : ℕ) (A B C : ℝ) {a : ℝ} (ha : 0 < a) :
    IntegrableOn (fun z => z ^ k * quadExp A B C a z) (Ioi 0) ∧
    ∫ z in Ioi (0 : ℝ), z ^ k * quadExp A B C a z =
      A * (k.factorial / a ^ (k + 1)) + B * ((k + 1).factorial / a ^ (k + 2)) +
        C * ((k + 2).factorial / a ^ (k + 3)) := by
  -- the pure powers are Gamma integrals
  have hM : ∀ n : ℕ, ∫ z in Ioi (0 : ℝ), z ^ n * Real.exp (-(a * z)) =
      n.factorial / a ^ (n + 1) := by
    intro n
    have h := Real.integral_rpow_mul_exp_neg_mul_Ioi (a := (n : ℝ) + 1) (by positivity) ha
    simp only [add_sub_cancel_right, Real.rpow_natCast, Real.Gamma_nat_eq_factorial] at h
    have hn : (n : ℝ) + 1 = ((n + 1 : ℕ) : ℝ) := by push_cast; ring
    rw [h, hn, Real.rpow_natCast, one_div, inv_pow]
    ring
  -- a nonzero integral can only come from an integrable function
  have hI : ∀ n : ℕ, Integrable (fun z : ℝ => z ^ n * Real.exp (-(a * z)))
      (volume.restrict (Ioi 0)) := by
    intro n
    by_contra h
    have h1 := hM n
    rw [integral_undef h] at h1
    have h2 : (0 : ℝ) < n.factorial / a ^ (n + 1) := by positivity
    linarith
  have e : (fun z => z ^ k * quadExp A B C a z) = fun z =>
      A * (z ^ k * Real.exp (-(a * z))) + B * (z ^ (k + 1) * Real.exp (-(a * z))) +
        C * (z ^ (k + 2) * Real.exp (-(a * z))) := by
    funext z
    simp only [quadExp]
    ring
  have i0 := (hI k).const_mul A
  have i1 := (hI (k + 1)).const_mul B
  have i2 := (hI (k + 2)).const_mul C
  have i01 : Integrable (fun z : ℝ => A * (z ^ k * Real.exp (-(a * z))) +
      B * (z ^ (k + 1) * Real.exp (-(a * z)))) (volume.restrict (Ioi 0)) := i0.add i1
  rw [e]
  refine ⟨i01.add i2, ?_⟩
  rw [integral_add i01 i2, integral_add i0 i1, integral_const_mul, integral_const_mul,
    integral_const_mul, hM, hM, hM]

/-- The overlap density of `u1` and `u2` is integrable and the two states are orthogonal. -/
theorem states_orthogonal {Z : ℝ} (hZ : 0 < Z) :
    IntegrableOn (fun z => groundState Z z * excitedState Z z) (Ioi 0) ∧
    ∫ z in Ioi (0 : ℝ), groundState Z z * excitedState Z z = 0 := by
  have e : (fun z => groundState Z z * excitedState Z z) =
      fun z => z ^ 2 * quadExp 1 (-(Z / 2)) 0 (3 * Z / 2) z := by
    funext z
    have h : Real.exp (-(3 * Z / 2 * z)) =
        Real.exp (-(Z * z)) * Real.exp (-(Z / 2 * z)) := by
      rw [← Real.exp_add]
      congr 1
      ring
    simp only [groundState, excitedState, quadExp, h]
    ring
  have m := moment_quadExp 2 1 (-(Z / 2)) 0 (a := 3 * Z / 2) (by positivity)
  rw [e]
  refine ⟨m.1, m.2.trans ?_⟩
  simp only [Nat.factorial]
  push_cast
  field_simp
  ring

/-- The mean height in the state `u1` is `3/(2Z)`. -/
theorem groundState_meanHeight {Z : ℝ} (hZ : 0 < Z) :
    meanHeight (groundState Z) = 3 / (2 * Z) := by
  have s : ∀ z, groundState Z z ^ 2 = z ^ 2 * quadExp 1 0 0 (2 * Z) z := by
    intro z
    have h : Real.exp (-(2 * Z * z)) = Real.exp (-(Z * z)) * Real.exp (-(Z * z)) := by
      rw [← Real.exp_add]
      congr 1
      ring
    simp only [groundState, quadExp, h]
    ring
  have t : ∀ z q : ℝ, z * (z ^ 2 * q) = z ^ 3 * q := fun z q => by ring
  have h2 : 0 < 2 * Z := by positivity
  simp only [meanHeight, s, t]
  rw [(moment_quadExp 3 1 0 0 h2).2, (moment_quadExp 2 1 0 0 h2).2]
  simp only [Nat.factorial, zero_mul, add_zero, one_mul]
  push_cast
  field_simp
  norm_num

/-- The mean height in the state `u2` is `6/Z`. -/
theorem excitedState_meanHeight {Z : ℝ} (hZ : 0 < Z) :
    meanHeight (excitedState Z) = 6 / Z := by
  have s : ∀ z, excitedState Z z ^ 2 = z ^ 2 * quadExp 1 (-Z) (Z ^ 2 / 4) Z z := by
    intro z
    have h : Real.exp (-(Z * z)) = Real.exp (-(Z / 2 * z)) * Real.exp (-(Z / 2 * z)) := by
      rw [← Real.exp_add]
      congr 1
      ring
    simp only [excitedState, quadExp, h]
    ring
  have t : ∀ z q : ℝ, z * (z ^ 2 * q) = z ^ 3 * q := fun z q => by ring
  have h3 := (moment_quadExp 3 1 (-Z) (Z ^ 2 / 4) hZ).2
  have h2 := (moment_quadExp 2 1 (-Z) (Z ^ 2 / 4) hZ).2
  -- the first moment is 12/Z⁴ and the squared norm is 2/Z³
  have v3 : ∫ z in Ioi (0 : ℝ), z ^ 3 * quadExp 1 (-Z) (Z ^ 2 / 4) Z z = 12 / Z ^ 4 := by
    rw [h3]
    simp only [Nat.factorial]
    push_cast
    field_simp
    ring
  have v2 : ∫ z in Ioi (0 : ℝ), z ^ 2 * quadExp 1 (-Z) (Z ^ 2 / 4) Z z = 2 / Z ^ 3 := by
    rw [h2]
    simp only [Nat.factorial]
    push_cast
    field_simp
    ring
  simp only [meanHeight, s, t]
  rw [v3, v2]
  field_simp
  norm_num

/-- A trial function that vanishes at both ends of an interval above the surface has an energy of at
least `-Z²/2` times its squared norm. -/
theorem energy_lower_bound (Z : ℝ) {a b : ℝ} (ha : 0 < a) (hab : a ≤ b) {u u' : ℝ → ℝ}
    (hu : ∀ z ∈ Icc a b, HasDerivAt u (u' z) z) (hc : ContinuousOn u' (Icc a b))
    (hua : u a = 0) (hub : u b = 0) :
    -(Z ^ 2 / 2) * ∫ z in a..b, u z ^ 2 ≤
      ∫ z in a..b, (u' z ^ 2 / 2 - Z / z * u z ^ 2) := by
  have hne : ∀ z ∈ Icc a b, z ≠ 0 := fun z hz => (ha.trans_le hz.1).ne'
  have cu : ContinuousOn u (Icc a b) :=
    fun z hz => (hu z hz).continuousAt.continuousWithinAt
  have ci : ContinuousOn (fun z : ℝ => z⁻¹) (Icc a b) := continuousOn_id.inv₀ hne
  have iU : IntervalIntegrable (fun z => -(Z ^ 2 / 2) * u z ^ 2) volume a b :=
    (continuousOn_const.mul (cu.pow 2)).intervalIntegrable_of_Icc hab
  have iG : IntervalIntegrable (fun z => -(z⁻¹ ^ 2) * u z ^ 2 / 2 +
      (z⁻¹ - Z) * (u z * u' z)) volume a b :=
    ((((ci.pow 2).neg.mul (cu.pow 2)).div_const 2).add
      ((ci.sub continuousOn_const).mul (cu.mul hc))).intervalIntegrable_of_Icc hab
  have iE : IntervalIntegrable (fun z => u' z ^ 2 / 2 - Z / z * u z ^ 2) volume a b :=
    (((hc.pow 2).div_const 2).sub
      ((continuousOn_const.div continuousOn_id hne).mul
        (cu.pow 2))).intervalIntegrable_of_Icc hab
  -- the total derivative of (1/z - Z) u²/2 integrates to zero
  have ftc : ∫ z in a..b, (-(z⁻¹ ^ 2) * u z ^ 2 / 2 + (z⁻¹ - Z) * (u z * u' z)) = 0 := by
    have hF : ∀ z ∈ uIcc a b, HasDerivAt (fun y => (y⁻¹ - Z) * (u y * u y) / 2)
        (-(z⁻¹ ^ 2) * u z ^ 2 / 2 + (z⁻¹ - Z) * (u z * u' z)) z := by
      intro z hz
      rw [uIcc_of_le hab] at hz
      have h := (((hasDerivAt_inv (hne z hz)).sub_const Z).fun_mul
        ((hu z hz).fun_mul (hu z hz))).div_const 2
      exact h.congr_deriv (by ring)
    rw [intervalIntegral.integral_eq_sub_of_hasDerivAt hF iG]
    simp [hua, hub]
  -- what is left over is a complete square
  have m := intervalIntegral.integral_mono_on hab (iU.add iG) iE (fun z _ => by
    have h : 0 ≤ (u' z - (z⁻¹ - Z) * u z) ^ 2 / 2 := by positivity
    refine sub_nonneg.mp (le_of_le_of_eq h ?_)
    ring)
  rw [intervalIntegral.integral_add iU iG, intervalIntegral.integral_const_mul, ftc] at m
  linarith

/-- For relative permittivity 1.057 and 27211.4 meV per hartree, the binding energy `-E` of
the state `u1` lies between 0.65 and 0.66 meV. -/
theorem helium_binding {E : ℝ}
    (hE : ∀ z > 0, hamiltonian (imageStrength 1.057) (groundState (imageStrength 1.057)) z =
      E * groundState (imageStrength 1.057) z) :
    0.65 < 27211.4 * (-E) ∧ 27211.4 * (-E) < 0.66 := by
  have h := hE 1 one_pos
  rw [groundState_energy _ one_pos] at h
  have hu : groundState (imageStrength 1.057) 1 ≠ 0 :=
    mul_ne_zero one_ne_zero (Real.exp_ne_zero _)
  have h' := mul_right_cancel₀ hu h
  rw [← h']
  constructor <;> norm_num [imageStrength]

end

end ImagePotential
```

```lean
#print axioms ImagePotential.groundState_meanHeight
#print axioms ImagePotential.excitedState_meanHeight
#print axioms ImagePotential.energy_lower_bound
#print axioms ImagePotential.helium_binding
```

```
'ImagePotential.groundState_meanHeight' depends on axioms: [propext, Classical.choice, Quot.sound]
'ImagePotential.excitedState_meanHeight' depends on axioms: [propext, Classical.choice, Quot.sound]
'ImagePotential.energy_lower_bound' depends on axioms: [propext, Classical.choice, Quot.sound]
'ImagePotential.helium_binding' depends on axioms: [propext, Classical.choice, Quot.sound]
```

## What the theorems say about the electron

`hamiltonian` applies actual second derivatives to a real function of the height, and the two energy theorems hold at every z > 0. They allow any real Z; orthogonality and the mean heights require Z > 0. `meanHeight` is a ratio of integrals, so normalisation drops out.

In `energy_lower_bound`, `u'` is the continuous derivative of `u` on the closed interval. `helium_binding` takes any `E` for which u1 satisfies the equation at all z > 0; `groundState_energy` supplies such an `E`.

The model has a flat, sharp surface and an impenetrable liquid, reflected in u1 and u2 vanishing at z = 0. Motion along the surface is left out. The image formula, the permittivity and the hartree conversion are inputs.

As Z → 0 the binding vanishes and both mean heights diverge. At Z = 0 both functions reduce to z, which solves the equation with zero energy but is not normalisable.

Modelling the Hamiltonian as a self-adjoint operator on L²(0, ∞) with u(0) = 0 would turn the energies into eigenvalues of that operator. That step needs a proof that u1 and u2 lie in its domain. To conclude that nothing in its spectrum lies below −Z²/2, the lower bound would also have to be extended to every state in that domain.

## How the proof follows the calculation

`deriv_quadExp` differentiates a quadratic times an exponential. Both energy theorems rewrite the state in that form, apply the lemma twice, and finish with `field_simp` and `ring`.

`moment_quadExp` obtains the factorials from Mathlib's Gamma integral. Lean assigns the value 0 to the integral of a non-integrable function, so the positive values also prove integrability. The overlap and mean-height theorems combine the exponentials and insert these moments.

In `energy_lower_bound`, `ftc` integrates the total derivative to zero, and `integral_mono_on` compares the integrands using the square. `helium_binding` evaluates the equation at z = 1, cancels the nonzero value of u1 to get E = −Z²/2, and leaves the arithmetic to `norm_num`.
